# On a ring of N ≥ 2m + 1 sites, the projector onto the momenta −m to m has a ratio of sines between distinct sites

Put non-interacting spinless fermions on a ring of $N$ sites and fill the plane waves whose integer momenta $q$ run from $-m$ to $m$, where $m \ge 0$ is an integer. With unit lattice spacing the wave number is $2\pi q/N$. How strongly are two sites $j$ and $l$ correlated? The answer is the one-particle density matrix

$$P_{jl}=\frac1N\sum_{q=-m}^{m}e^{2\pi i q(j-l)/N}.$$

For a single Slater determinant this matrix must be a Hermitian idempotent whose trace is the particle number. It is one when $2m+1\le N$, and its off-diagonal entries then have a closed form.

That these momenta are the occupied ones is physical input, since no Hamiltonian appears in the Lean code. Nearest-neighbour hopping with amplitude $-t$, $t>0$, on at least three sites has them as its lowest levels.

## Waves and matrix

```lean
import Mathlib

open Matrix ComplexConjugate

namespace RingOccupiedProjector

noncomputable section

/-- The unnormalised plane wave of integer momentum `q` on a ring of `N ≥ 1` sites. -/
def wave (N : ℕ) (q : ℤ) (j : Fin N) : ℂ :=
  Complex.exp (2 * Real.pi * Complex.I * q * ((j : ℕ) : ℂ) / N)
```

A site is an element of `Fin N`, so $j=0,\dots,N-1$. The function `wave N q` is $\phi_q(j)=e^{2\pi i qj/N}$, without normalisation; the normalised orbital is $\phi_q/\sqrt N$.

```lean
/-- The matrix `P_jl = (1/N) ∑ exp (2πi q (j - l) / N)`, summed over the momenta
`-m ≤ q ≤ m`, on a ring of `N ≥ 1` sites. -/
def occProjector (N m : ℕ) : Matrix (Fin N) (Fin N) ℂ :=
  Matrix.of fun j l => (1 / (N : ℂ)) * ∑ q ∈ Finset.Icc (-(m : ℤ)) (m : ℤ),
    Complex.exp (2 * Real.pi * Complex.I * q * (((j : ℕ) : ℂ) - ((l : ℕ) : ℂ)) / N)
```

This is the sum above, with `Finset.Icc` denoting the closed range of integers from $-m$ to $m$. The site labels are converted to complex numbers before they are subtracted, so $j-l$ is an ordinary difference and does not wrap around the ring. Nothing in the definition says that $P$ is a projector.

```lean
/-- Complex conjugation reverses the phase of a plane wave. -/
theorem conj_wave (N : ℕ) (q : ℤ) (j : Fin N) :
    conj (wave N q j) =
      Complex.exp (-(2 * Real.pi * Complex.I * q * ((j : ℕ) : ℂ) / N)) := by
  rw [wave, ← Complex.exp_conj]
  congr 1
  simp only [map_div₀, map_mul, Complex.conj_ofReal, Complex.conj_I, map_natCast,
    map_intCast, map_ofNat]
  ring
```

Conjugation gives $\overline{\phi_q(j)}=e^{-2\pi i qj/N}$.

```lean
/-- The matrix `P` is the sum of the outer products of the plane waves with `-m ≤ q ≤ m`,
divided by `N`. -/
theorem occProjector_apply (N m : ℕ) (j l : Fin N) :
    occProjector N m j l = (1 / (N : ℂ)) *
      ∑ q ∈ Finset.Icc (-(m : ℤ)) (m : ℤ), wave N q j * conj (wave N q l) := by
  simp only [occProjector, Matrix.of_apply]
  congr 1
  refine Finset.sum_congr rfl fun q _ => ?_
  rw [conj_wave, wave, ← Complex.exp_add]
  congr 1
  ring
```

Splitting the exponential turns $P$ into a sum of outer products:

$$P_{jl}=\frac1N\sum_{q=-m}^{m}\phi_q(j)\,\overline{\phi_q(l)}.$$

## Which waves survive

```lean
/-- On a nonempty ring the overlap of two plane waves is `N` if their momenta agree
modulo `N`, and zero otherwise. -/
theorem wave_overlap {N : ℕ} (hN : 0 < N) (q k : ℤ) :
    ∑ j, conj (wave N q j) * wave N k j = if (N : ℤ) ∣ k - q then (N : ℂ) else 0 := by
  have hN' : (N : ℂ) ≠ 0 := Nat.cast_ne_zero.2 hN.ne'
  obtain ⟨w, hw⟩ : ∃ w : ℂ,
      w = Complex.exp (2 * Real.pi * Complex.I * ((k : ℂ) - q) / N) := ⟨_, rfl⟩
  have hterm : ∀ j : Fin N, conj (wave N q j) * wave N k j = w ^ (j : ℕ) := by
    intro j
    rw [conj_wave, wave, ← Complex.exp_add, hw, ← Complex.exp_nat_mul]
    congr 1
    ring
  have hone : w = 1 ↔ (N : ℤ) ∣ k - q := by
    rw [hw, Complex.exp_eq_one_iff]
    constructor
    · rintro ⟨c, hc⟩
      rw [div_eq_iff hN'] at hc
      have h : (k : ℂ) - q = N * c :=
        mul_left_cancel₀ Complex.two_pi_I_ne_zero (by linear_combination hc)
      exact ⟨c, by exact_mod_cast h⟩
    · rintro ⟨c, hc⟩
      have h : (k : ℂ) - q = N * c := by exact_mod_cast hc
      refine ⟨c, ?_⟩
      rw [div_eq_iff hN', h]
      ring
  have hpow : w ^ N = 1 := by
    rw [hw, ← Complex.exp_nat_mul, Complex.exp_eq_one_iff]
    refine ⟨k - q, ?_⟩
    rw [← mul_div_assoc, div_eq_iff hN']
    push_cast
    ring
  -- the overlap is a geometric sum of an N-th root of unity
  rw [Finset.sum_congr rfl fun j _ => hterm j, Fin.sum_univ_eq_sum_range (fun i => w ^ i) N]
  split_ifs with h
  · rw [hone.2 h]
    simp
  · have hg := mul_geom_sum w N
    rw [hpow, sub_self] at hg
    exact (mul_eq_zero.1 hg).resolve_left (sub_ne_zero.2 (mt hone.1 h))
```

The symbol `∣` means "divides". Set $w=e^{2\pi i(k-q)/N}$, called `w` in the proof too. The overlap is then the geometric sum $\sum_{j=0}^{N-1}w^j$. If $N$ divides $k-q$, then $w=1$ and the sum is $N$. Otherwise $w\ne1$, while

$$(w-1)\sum_{j=0}^{N-1}w^j=w^N-1=0,$$

so the sum vanishes. The facts `hone` and `hpow` are $w=1\Leftrightarrow N\mid k-q$ and $w^N=1$; `mul_geom_sum` supplies the displayed identity.

```lean
/-- For `2m + 1 ≤ N` and momenta in the full period `-m ≤ k < N - m`, the matrix `P` keeps
the plane waves with `k ≤ m` and annihilates the others. -/
theorem occProjector_mulVec_wave {N m : ℕ} (h : 2 * m + 1 ≤ N) {k : ℤ}
    (h1 : -(m : ℤ) ≤ k) (h2 : k < N - m) :
    occProjector N m *ᵥ wave N k = if k ≤ m then wave N k else 0 := by
  have hN : 0 < N := by omega
  have hN' : (N : ℂ) ≠ 0 := Nat.cast_ne_zero.2 hN.ne'
  have hsum : ∀ j, (occProjector N m *ᵥ wave N k) j =
      ∑ q ∈ Finset.Icc (-(m : ℤ)) (m : ℤ), if (N : ℤ) ∣ k - q then wave N q j else 0 := by
    intro j
    simp only [Matrix.mulVec, dotProduct, occProjector_apply, Finset.mul_sum, Finset.sum_mul]
    rw [Finset.sum_comm]
    refine Finset.sum_congr rfl fun q _ => ?_
    have e : ∑ l, 1 / (N : ℂ) * (wave N q j * conj (wave N q l)) * wave N k l =
        1 / (N : ℂ) * wave N q j * ∑ l, conj (wave N q l) * wave N k l := by
      rw [Finset.mul_sum]
      exact Finset.sum_congr rfl fun l _ => by ring
    rw [e, wave_overlap hN]
    split_ifs
    · field_simp
    · simp
  -- within one period, momenta that agree modulo N are equal
  have key : ∀ q ∈ Finset.Icc (-(m : ℤ)) (m : ℤ), (N : ℤ) ∣ k - q → q = k := by
    rintro q hq ⟨c, hc⟩
    obtain ⟨hq1, hq2⟩ := Finset.mem_Icc.1 hq
    have hNz : (2 * m + 1 : ℤ) ≤ N := by exact_mod_cast h
    have c1 : c < 1 := by
      by_contra hcon
      nlinarith [not_lt.1 hcon]
    have c2 : -1 < c := by
      by_contra hcon
      nlinarith [not_lt.1 hcon]
    have c0 : c = 0 := by omega
    rw [c0, mul_zero] at hc
    omega
  split_ifs with hk
  · funext j
    rw [hsum, Finset.sum_eq_single k
      (fun q hq hne => if_neg fun hd => hne (key q hq hd))
      (fun hn => absurd (Finset.mem_Icc.2 ⟨h1, hk⟩) hn)]
    simp
  · funext j
    rw [hsum]
    refine Finset.sum_eq_zero fun q hq => if_neg fun hd => hk ?_
    rw [← key q hq hd]
    exact (Finset.mem_Icc.1 hq).2
```

The notation `*ᵥ` is a matrix acting on a vector. Inserting the overlap gives

$$(P\phi_k)(j)=\sum_{q=-m}^{m}\phi_q(j)\,[\,N\mid k-q\,],$$

where the bracket is 1 if the condition holds and 0 if not. For $-m\le k<N-m$ and $|q|\le m$ we have $-2m\le k-q\le N-1$. Since $2m<N$, the only multiple of $N$ in that range is zero, so $q=k$; this is `key`. If $k\le m$, one term survives and $P\phi_k=\phi_k$. If $k>m$, none does and $P\phi_k=0$. These $N$ values of $k$ cover one full period of momenta.

## Hermiticity, diagonal and idempotence

```lean
/-- The matrix `P` is Hermitian. -/
theorem occProjector_isHermitian (N m : ℕ) : (occProjector N m).IsHermitian := by
  refine Matrix.IsHermitian.ext fun j l => ?_
  rw [occProjector_apply, occProjector_apply, ← starRingEnd_apply]
  simp only [map_mul, map_sum, map_div₀, map_one, map_natCast, Complex.conj_conj]
  congr 1
  exact Finset.sum_congr rfl fun q _ => mul_comm _ _
```

Conjugating the outer-product form and exchanging $j$ and $l$ only swaps the two factors in each term, so $\overline{P_{lj}}=P_{jl}$. This holds for every $m$.

```lean
/-- Every diagonal entry of `P` equals `(2m + 1) / N`. -/
theorem occProjector_diag (N m : ℕ) (j : Fin N) :
    occProjector N m j j = (((2 * m + 1) / N : ℝ) : ℂ) := by
  have hc : (Finset.Icc (-(m : ℤ)) (m : ℤ)).card = 2 * m + 1 := by
    rw [Int.card_Icc]
    omega
  simp only [occProjector, Matrix.of_apply, sub_self, mul_zero, zero_div, Complex.exp_zero,
    Finset.sum_const, hc, nsmul_eq_mul, mul_one]
  push_cast
  ring
```

At $j=l$ every exponential is 1, and there are $2m+1$ of them. Hence $P_{jj}=(2m+1)/N$, the uniform site occupation.

```lean
/-- On a nonempty ring, `P` is idempotent exactly when the number `2m + 1` of momenta
does not exceed the number of sites. -/
theorem occProjector_idempotent_iff {N m : ℕ} (hN : 0 < N) :
    occProjector N m * occProjector N m = occProjector N m ↔ 2 * m + 1 ≤ N := by
  constructor
  · intro h
    have hNR : (0 : ℝ) < N := Nat.cast_pos.2 hN
    let j : Fin N := ⟨0, hN⟩
    obtain ⟨x, hx⟩ : ∃ x : ℝ, x = (2 * m + 1) / N := ⟨_, rfl⟩
    have hd : occProjector N m j j = (x : ℂ) := by rw [hx, occProjector_diag]
    have hjj : ∑ l, occProjector N m j l * occProjector N m l j = (x : ℂ) := by
      rw [← Matrix.mul_apply, h, hd]
    have hterm : ∀ l, occProjector N m j l * occProjector N m l j =
        ((Complex.normSq (occProjector N m j l) : ℝ) : ℂ) := by
      intro l
      rw [← (occProjector_isHermitian N m).apply l j]
      exact Complex.mul_conj _
    rw [Finset.sum_congr rfl fun l _ => hterm l, ← Complex.ofReal_sum] at hjj
    have hs := Complex.ofReal_injective hjj
    -- one term of the sum of squares is the squared diagonal entry
    have hle := Finset.single_le_sum
      (f := fun l => Complex.normSq (occProjector N m j l))
      (fun l _ => Complex.normSq_nonneg _) (Finset.mem_univ j)
    simp only [hs, hd, Complex.normSq_ofReal] at hle
    have hx0 : 0 < x := by rw [hx]; positivity
    have hx1 : x ≤ 1 := by nlinarith
    rw [hx, div_le_one hNR] at hx1
    exact_mod_cast hx1
  · intro h
    ext j l
    have e : ∑ s, occProjector N m j s * occProjector N m s l =
        (1 / (N : ℂ)) * ∑ q ∈ Finset.Icc (-(m : ℤ)) (m : ℤ),
          (∑ s, occProjector N m j s * wave N q s) * conj (wave N q l) := by
      simp only [occProjector_apply N m _ l, Finset.mul_sum, Finset.sum_mul]
      rw [Finset.sum_comm]
      exact Finset.sum_congr rfl fun q _ => Finset.sum_congr rfl fun s _ => by ring
    rw [Matrix.mul_apply, e, occProjector_apply N m j l]
    congr 1
    refine Finset.sum_congr rfl fun q hq => ?_
    obtain ⟨h1, h2⟩ := Finset.mem_Icc.1 hq
    have hw := congrFun (occProjector_mulVec_wave h h1 (by omega)) j
    rw [if_pos h2] at hw
    simp only [Matrix.mulVec, dotProduct] at hw
    rw [hw]
```

The sign `↔` means "if and only if", and the proof treats the two directions in turn.

Suppose first that $P^2=P$, and write $x=P_{jj}=(2m+1)/N$. By Hermiticity,

$$x=\sum_l P_{jl}P_{lj}=\sum_l|P_{jl}|^2\ge x^2.$$

As $x>0$, this forces $x\le1$, that is $2m+1\le N$. Physically, a larger $m$ would count some orbital more than once. In Lean, `Finset.single_le_sum` keeps the one term $l=j$, and `nlinarith` draws $x\le1$.

Now suppose $2m+1\le N$. Expand the second factor of $P^2$ in occupied waves:

$$(P^2)_{jl}=\frac1N\sum_{q=-m}^{m}(P\phi_q)(j)\,\overline{\phi_q(l)}=\frac1N\sum_{q=-m}^{m}\phi_q(j)\,\overline{\phi_q(l)}=P_{jl}.$$

The middle step is the previous result on $P\phi_k$, which applies because $q\le m<N-m$.

## The ratio of sines

```lean
/-- The Dirichlet kernel identity, in a form without division. -/
theorem dirichlet_sum (m : ℕ) (θ : ℂ) :
    (∑ q ∈ Finset.Icc (-(m : ℤ)) (m : ℤ), Complex.exp (2 * Complex.I * q * θ)) *
      Complex.sin θ = Complex.sin ((2 * m + 1) * θ) := by
  induction m with
  | zero => simp
  | succ m ih =>
    have hset : Finset.Icc (-((m + 1 : ℕ) : ℤ)) ((m + 1 : ℕ) : ℤ) =
        insert ((m : ℤ) + 1) (insert (-((m : ℤ) + 1)) (Finset.Icc (-(m : ℤ)) (m : ℤ))) := by
      ext q
      simp only [Finset.mem_insert, Finset.mem_Icc]
      omega
    obtain ⟨a, ha⟩ : ∃ a : ℂ, a = 2 * (m + 1) * θ := ⟨_, rfl⟩
    have e1 : Complex.exp (2 * Complex.I * (((m : ℤ) + 1 : ℤ) : ℂ) * θ) =
        Complex.cos a + Complex.sin a * Complex.I := by
      rw [← Complex.exp_mul_I, ha]
      congr 1
      push_cast
      ring
    have e2 : Complex.exp (2 * Complex.I * ((-((m : ℤ) + 1) : ℤ) : ℂ) * θ) =
        Complex.cos a - Complex.sin a * Complex.I := by
      have hneg := Complex.exp_mul_I (-a)
      rw [Complex.cos_neg, Complex.sin_neg] at hneg
      have harg : 2 * Complex.I * ((-((m : ℤ) + 1) : ℤ) : ℂ) * θ = -a * Complex.I := by
        rw [ha]
        push_cast
        ring
      rw [harg, hneg]
      ring
    have s1 : Complex.sin ((2 * m + 1) * θ) =
        Complex.sin a * Complex.cos θ - Complex.cos a * Complex.sin θ := by
      rw [← Complex.sin_sub, ha]
      congr 1
      ring
    have s2 : Complex.sin ((2 * ((m + 1 : ℕ) : ℂ) + 1) * θ) =
        Complex.sin a * Complex.cos θ + Complex.cos a * Complex.sin θ := by
      rw [← Complex.sin_add, ha]
      congr 1
      push_cast
      ring
    -- the two new momenta contribute 2 cos a
    rw [hset, Finset.sum_insert (by simp only [Finset.mem_insert, Finset.mem_Icc]; omega),
      Finset.sum_insert (by simp only [Finset.mem_Icc]; omega), add_mul, add_mul, ih,
      e1, e2, s1, s2]
    ring
```

For any complex $\theta$,

$$\Big(\sum_{q=-m}^{m}e^{2iq\theta}\Big)\sin\theta=\sin\big((2m+1)\theta\big).$$

The proof is by induction on $m$. At $m=0$ both sides are $\sin\theta$. Going from $m$ to $m+1$ adds the momenta $\pm(m+1)$, which contribute $2\cos a$ with $a=2(m+1)\theta$. Then

$$\sin(a-\theta)+2\cos a\,\sin\theta=\sin(a+\theta),$$

and the right side is $\sin((2m+3)\theta)$. The facts `s1` and `s2` are the two addition formulas.

```lean
/-- Between distinct sites the entry of `P` is `sin (π(2m+1)(j-l)/N) / (N sin (π(j-l)/N))`. -/
theorem occProjector_offdiag (N m : ℕ) {j l : Fin N} (hjl : j ≠ l) :
    occProjector N m j l =
      ((Real.sin (Real.pi * (2 * m + 1) * (((j : ℕ) : ℝ) - ((l : ℕ) : ℝ)) / N) /
        (N * Real.sin (Real.pi * (((j : ℕ) : ℝ) - ((l : ℕ) : ℝ)) / N)) : ℝ) : ℂ) := by
  have hj := j.isLt
  have hl := l.isLt
  have hN : N ≠ 0 := by omega
  have hN' : (N : ℂ) ≠ 0 := Nat.cast_ne_zero.2 hN
  have hNR : (N : ℝ) ≠ 0 := Nat.cast_ne_zero.2 hN
  obtain ⟨θ, hθ⟩ : ∃ θ : ℝ,
      θ = Real.pi * (((j : ℕ) : ℝ) - ((l : ℕ) : ℝ)) / N := ⟨_, rfl⟩
  -- the denominator does not vanish for distinct sites
  have hs : Real.sin θ ≠ 0 := by
    intro h0
    obtain ⟨n, hn⟩ := Real.sin_eq_zero_iff.1 h0
    rw [hθ, eq_div_iff hNR] at hn
    have hr : (n : ℝ) * N = ((j : ℕ) : ℝ) - ((l : ℕ) : ℝ) :=
      mul_left_cancel₀ Real.pi_ne_zero (by linear_combination hn)
    have hz : n * (N : ℤ) = ((j : ℕ) : ℤ) - ((l : ℕ) : ℤ) := by exact_mod_cast hr
    have n1 : n < 1 := by
      by_contra hcon
      have hm := mul_nonneg (sub_nonneg.2 (not_lt.1 hcon)) (Int.natCast_nonneg N)
      rw [sub_mul, one_mul, hz] at hm
      omega
    have n2 : -1 < n := by
      by_contra hcon
      have hm := mul_nonneg (sub_nonneg.2 (not_lt.1 hcon)) (Int.natCast_nonneg N)
      rw [sub_mul, neg_one_mul, hz] at hm
      omega
    have n0 : n = 0 := by omega
    rw [n0, zero_mul] at hz
    exact hjl (Fin.ext (by omega))
  have hsC : Complex.sin (θ : ℂ) ≠ 0 := by
    rw [← Complex.ofReal_sin]
    exact Complex.ofReal_ne_zero.2 hs
  have D := dirichlet_sum m (θ : ℂ)
  obtain ⟨S, hS⟩ : ∃ S : ℂ, S = ∑ q ∈ Finset.Icc (-(m : ℤ)) (m : ℤ),
      Complex.exp (2 * Complex.I * q * (θ : ℂ)) := ⟨_, rfl⟩
  rw [← hS] at D
  have hP : occProjector N m j l = 1 / (N : ℂ) * S := by
    rw [hS]
    simp only [occProjector, Matrix.of_apply]
    congr 1
    refine Finset.sum_congr rfl fun q _ => ?_
    congr 1
    rw [hθ]
    push_cast
    ring
  have harg : Real.pi * (2 * m + 1) * (((j : ℕ) : ℝ) - ((l : ℕ) : ℝ)) / N =
      (2 * m + 1) * θ := by
    rw [hθ]
    ring
  have hinv : 1 / (N : ℂ) * N = 1 := one_div_mul_cancel hN'
  rw [hP, harg, ← hθ]
  push_cast
  rw [eq_div_iff (mul_ne_zero hN' hsC)]
  linear_combination S * Complex.sin (θ : ℂ) * hinv + D
```

Take $\theta=\pi(j-l)/N$. If $\sin\theta=0$, then $j-l=nN$ for some integer $n$; but $|j-l|<N$, so $n=0$ and $j=l$. For distinct sites we may therefore divide:

$$P_{jl}=\frac{\sin\big(\pi(2m+1)(j-l)/N\big)}{N\sin\big(\pi(j-l)/N\big)}.$$

In Lean the quotient is a real number embedded in `ℂ`, so the statement also says that these entries are real. It needs no bound on $m$.

## The four properties together

```lean
/-- For `2m + 1 ≤ N` the matrix `P` is a Hermitian idempotent of trace `2m + 1`, and its
entries between distinct sites are `sin (π(2m+1)(j-l)/N) / (N sin (π(j-l)/N))`. -/
theorem occupied_space_projector {N m : ℕ} (h : 2 * m + 1 ≤ N) :
    (occProjector N m).IsHermitian ∧
    occProjector N m * occProjector N m = occProjector N m ∧
    (occProjector N m).trace = 2 * m + 1 ∧
    ∀ j l : Fin N, j ≠ l → occProjector N m j l =
      ((Real.sin (Real.pi * (2 * m + 1) * (((j : ℕ) : ℝ) - ((l : ℕ) : ℝ)) / N) /
        (N * Real.sin (Real.pi * (((j : ℕ) : ℝ) - ((l : ℕ) : ℝ)) / N)) : ℝ) : ℂ) := by
  have hN : 0 < N := by omega
  have hN' : (N : ℂ) ≠ 0 := Nat.cast_ne_zero.2 hN.ne'
  refine ⟨occProjector_isHermitian N m, (occProjector_idempotent_iff hN).2 h, ?_,
    fun j l hjl => occProjector_offdiag N m hjl⟩
  -- the trace adds N equal diagonal entries
  simp only [Matrix.trace, Matrix.diag_apply, occProjector_diag, Finset.sum_const,
    Finset.card_univ, Fintype.card_fin, nsmul_eq_mul]
  push_cast
  field_simp

end

end RingOccupiedProjector
```

```lean
#print axioms RingOccupiedProjector.occupied_space_projector
```

```
'RingOccupiedProjector.occupied_space_projector' depends on axioms: [propext, Classical.choice, Quot.sound]
```

Under the single hypothesis $2m+1\le N$, the theorem states that $P$ is Hermitian, that $P^2=P$, that its trace is $2m+1$, and that the sine formula holds for all $j\ne l$. Only the trace is new here: it adds $N$ equal diagonal entries, $N\cdot(2m+1)/N=2m+1$.

The two extreme fillings are easy to read off. For $m=0$ every entry is $1/N$, and $P$ projects onto the uniform state. For $2m+1=N$ the numerator is $\sin(\pi(j-l))=0$ between distinct sites and the diagonal is 1, so $P$ is the identity: every orbital is full and distinct sites are uncorrelated.

In an orthonormal basis of spin orbitals, idempotence of the one-particle density matrix is the condition for a single determinant; here it is established for plane waves on a finite, translation-invariant ring without interactions.
